# Spin-1 quadrupole levels and direction-independent lines at exact cancellation

If the sharp low-frequency $^{14}$N peaks in a powder ESEEM spectrum are read as hyperfine splittings, the coupling that comes out can be badly wrong. For a single nucleus with isotropic hyperfine coupling, their positions at exact cancellation do not depend on that coupling: the quadrupole interaction alone fixes them.

## A nucleus in one electron manifold

Let the electron have spin projection $m$ along the field, and let the nucleus have isotropic hyperfine coupling $A$ and Larmor frequency $ν$. With all energies in frequency units and the field along $(x,y,z)$ in the quadrupole principal axes,

$$H=w\,(xI_x+yI_y+zI_z)+K\,(3I_z^2-2+η(I_x^2-I_y^2)),\qquad w=mA-ν .$$

Here $K=eQV_{zz}/(4h)$, where $e$ is the elementary charge, $h$ Planck's constant, $Q$ the nuclear quadrupole moment and $V_{zz}$ a principal value of the electric field gradient, and $η=(V_{xx}-V_{yy})/V_{zz}$ is the gradient's asymmetry. With the axes ordered so that $|V_{xx}|\le|V_{yy}|\le|V_{zz}|$, $0\le η\le1$. Exact cancellation means $w=0$.

## Levels and lines without a residual field

In the basis $m_I=1,0,-1$, $3I_z^2-2=\mathrm{diag}(1,-2,1)$, while $I_x^2-I_y^2$ has only two nonzero entries, both 1, in the off-diagonal corners. Hence

$$H=K\begin{pmatrix}1&0&η\\0&-2&0\\η&0&1\end{pmatrix}.$$

The normalised states $(1,0,1)/\sqrt2$, $(1,0,-1)/\sqrt2$ and $(0,1,0)$ have energies $K(1+η)$, $K(1-η)$ and $-2K$. Their differences are $K(3+η)$, $K(3-η)$ and $2Kη$.

For $K>0$ and $0\le η\le1$ the lines are the positive numbers among these. At $η=0$ the third vanishes and the first two coincide; at $η=1$ the last two coincide.

For a single isotropically coupled nucleus at exact cancellation, the two upper frequencies of the cancelled manifold thus give $|K|$ and $η$: their sum is $6|K|$ and their difference $2|K|η$. The sign of $K$ stays open, because reversing it reverses all levels and leaves the frequencies unchanged. The Lean statements about lines take $K>0$.

## The cubic for any field direction

Put $a=w(x-iy)/\sqrt2$. Expanding the determinant gives

$$\det(E-H)=(E+2K)\big[(E-K)^2-K^2η^2-w^2z^2\big]-2|a|^2(E-K)-Kη(a^2+\bar a^2).$$

Since $2|a|^2=w^2(x^2+y^2)$ and $a^2+\bar a^2=w^2(x^2-y^2)$, this equals

$$\begin{aligned}&(E-K(1+η))(E-K(1-η))(E+2K)\\&-w^2\big[x^2(E-K(1-η))+y^2(E-K(1+η))+z^2(E+2K)\big].\end{aligned}$$

Suppose the levels are the same for all unit directions. For a field along $z$, $E=-2K$ is a root. Along $x$ the cubic at $E=-2K$ is $w^2K(3-η)$, which must then vanish. With $K>0$ and $η\le1$ this forces $w=0$.

The same cubic shows how the lines move off cancellation: for a field along $z$ the levels are $-2K$ and $K\pm\sqrt{K^2η^2+w^2}$, so the level difference that equals $2Kη$ at cancellation becomes $2\sqrt{K^2η^2+w^2}$. This formula is a hand calculation that the file does not state.

## What the Lean statements say

`IsLevel H E` means that a real $E$ has a nonzero eigenvector, and `IsLine H f` that $f$ is a positive difference of two levels. Neither counts degeneracy, and no selection rule or intensity enters. In the docstrings of the spin matrices, `m` is the nuclear $m_I$, not the electron projection.

`quadrupole_levels` holds for all real $K$ and $η$; `quadrupole_lines` adds the sign and range conditions and the ordering. `exact_cancellation_lines` gives the same lines for every direction when `m * A = ν`. The equivalence `levels_isotropic_iff` concerns levels, not lines.

The model has one nucleus, a fixed electron projection and no anisotropic hyperfine coupling. For an electron spin 1/2, cancellation in one manifold leaves $w=-2ν$ in the other, whose levels do depend on direction when $ν$ and $K$ are nonzero. "Sharp" here means independent of direction; linewidths are not modelled.

```lean
import Mathlib

open Matrix

namespace ExactCancellation

noncomputable section

/-- The number `1/√2` that appears in the transverse spin-1 matrices. -/
def c : ℂ := (((√2)⁻¹ : ℝ) : ℂ)

/-- The spin-1 matrix `I_x` in the basis `m = 1, 0, -1`. -/
def Ix : Matrix (Fin 3) (Fin 3) ℂ := c • !![0, 1, 0; 1, 0, 1; 0, 1, 0]

/-- The spin-1 matrix `I_y` in the basis `m = 1, 0, -1`. -/
def Iy : Matrix (Fin 3) (Fin 3) ℂ :=
  c • !![0, -Complex.I, 0; Complex.I, 0, -Complex.I; 0, Complex.I, 0]

/-- The spin-1 matrix `I_z` in the basis `m = 1, 0, -1`. -/
def Iz : Matrix (Fin 3) (Fin 3) ℂ := !![1, 0, 0; 0, 0, 0; 0, 0, -1]

/-- The nuclear quadrupole Hamiltonian `K (3 I_z² - 2 + η (I_x² - I_y²))`. -/
def quadrupole (K η : ℝ) : Matrix (Fin 3) (Fin 3) ℂ :=
  (K : ℂ) • ((3 : ℂ) • (Iz * Iz) - (2 : ℂ) • 1 + (η : ℂ) • (Ix * Ix - Iy * Iy))

/-- The quadrupole Hamiltonian with an additional field term `w (x I_x + y I_y + z I_z)`. -/
def inField (w K η x y z : ℝ) : Matrix (Fin 3) (Fin 3) ℂ :=
  (w : ℂ) • ((x : ℂ) • Ix + (y : ℂ) • Iy + (z : ℂ) • Iz) + quadrupole K η

/-- The nuclear Hamiltonian in the electron manifold of spin projection `m`, with isotropic
hyperfine coupling `A`, nuclear Larmor frequency `ν` and field direction `(x, y, z)`. -/
def manifold (ν A m K η x y z : ℝ) : Matrix (Fin 3) (Fin 3) ℂ :=
  inField (m * A - ν) K η x y z

/-- The real number `E` is an energy level of `H`: some nonzero state `v` has `H v = E v`. -/
def IsLevel (H : Matrix (Fin 3) (Fin 3) ℂ) (E : ℝ) : Prop :=
  ∃ v : Fin 3 → ℂ, v ≠ 0 ∧ H *ᵥ v = (E : ℂ) • v

/-- The number `f` is a transition frequency of `H`: a positive difference of two levels. -/
def IsLine (H : Matrix (Fin 3) (Fin 3) ℂ) (f : ℝ) : Prop :=
  0 < f ∧ ∃ E E' : ℝ, IsLevel H E ∧ IsLevel H E' ∧ f = E' - E

/-- The secular cubic of the quadrupolar spin 1 in a field `w (x, y, z)`. -/
def secular (w K η x y z E : ℝ) : ℝ :=
  (E - K * (1 + η)) * (E - K * (1 - η)) * (E + 2 * K)
    - w ^ 2 * (x ^ 2 * (E - K * (1 - η)) + y ^ 2 * (E - K * (1 + η)) + z ^ 2 * (E + 2 * K))

lemma c_mul_c : c * c = 1 / 2 := by
  unfold c
  rw [← Complex.ofReal_mul, ← mul_inv, Real.mul_self_sqrt (by norm_num)]
  norm_num

lemma Ix_sq : Ix * Ix = !![1/2, 0, 1/2; 0, 1, 0; 1/2, 0, 1/2] := by
  rw [Ix, smul_mul_smul_comm, c_mul_c]
  ext i j
  fin_cases i <;> fin_cases j <;> norm_num [Matrix.mul_apply, Fin.sum_univ_succ]

lemma Iy_sq : Iy * Iy = !![1/2, 0, -1/2; 0, 1, 0; -1/2, 0, 1/2] := by
  rw [Iy, smul_mul_smul_comm, c_mul_c]
  ext i j
  fin_cases i <;> fin_cases j <;> norm_num [Matrix.mul_apply, Fin.sum_univ_succ]

/-- The three matrices obey the angular-momentum commutation relations, and
`I_x² + I_y² + I_z² = 2`. -/
theorem spin_one_algebra :
    Ix * Iy - Iy * Ix = Complex.I • Iz ∧ Iy * Iz - Iz * Iy = Complex.I • Ix ∧
    Iz * Ix - Ix * Iz = Complex.I • Iy ∧ Ix * Ix + Iy * Iy + Iz * Iz = (2 : ℂ) • 1 := by
  refine ⟨?_, ?_, ?_, ?_⟩
  · rw [Ix, Iy, smul_mul_smul_comm, smul_mul_smul_comm, c_mul_c]
    ext i j
    fin_cases i <;> fin_cases j <;>
      norm_num [Iz, Matrix.mul_apply, Fin.sum_univ_succ] <;> ring
  · rw [Ix, Iy, Matrix.smul_mul, Matrix.mul_smul, ← smul_sub, smul_comm Complex.I c]
    congr 1
    ext i j
    fin_cases i <;> fin_cases j <;> simp [Iz]
  · rw [Ix, Iy, Matrix.smul_mul, Matrix.mul_smul, ← smul_sub, smul_comm Complex.I c]
    congr 1
    ext i j
    fin_cases i <;> fin_cases j <;> simp [Iz]
  · rw [Ix_sq, Iy_sq]
    ext i j
    fin_cases i <;> fin_cases j <;> norm_num [Iz, Matrix.mul_apply, Fin.sum_univ_succ]

lemma quadrupole_matrix (K η : ℝ) :
    quadrupole K η = (K : ℂ) • !![1, 0, (η : ℂ); 0, -2, 0; (η : ℂ), 0, 1] := by
  rw [quadrupole, Ix_sq, Iy_sq]
  congr 1
  ext i j
  fin_cases i <;> fin_cases j <;> norm_num [Iz, Matrix.mul_apply, Fin.sum_univ_succ]

/-- The secular determinant `det (E - H)` of the quadrupolar spin 1 in a field is the
cubic `secular`. -/
theorem det_secular (w K η x y z E : ℝ) :
    ((E : ℂ) • (1 : Matrix (Fin 3) (Fin 3) ℂ) - inField w K η x y z).det
      = (secular w K η x y z E : ℂ) := by
  have hc := c_mul_c
  have hI := Complex.I_mul_I
  -- products of the two transverse matrix elements
  have hab : (w * c * (x - Complex.I * y)) * (w * c * (x + Complex.I * y))
      = (w : ℂ) ^ 2 * (x ^ 2 + y ^ 2) / 2 := by
    linear_combination (w : ℂ) ^ 2 * (x ^ 2 + y ^ 2) * hc - (w : ℂ) ^ 2 * c ^ 2 * y ^ 2 * hI
  have hsq : (w * c * (x - Complex.I * y)) ^ 2 + (w * c * (x + Complex.I * y)) ^ 2
      = (w : ℂ) ^ 2 * (x ^ 2 - y ^ 2) := by
    linear_combination 2 * (w : ℂ) ^ 2 * (x ^ 2 - y ^ 2) * hc
      + 2 * (w : ℂ) ^ 2 * c ^ 2 * y ^ 2 * hI
  rw [inField, quadrupole_matrix, Matrix.det_fin_three]
  simp [Ix, Iy, Iz, secular]
  linear_combination (-2 * ((E : ℂ) - K)) * hab - (K : ℂ) * η * hsq

/-- The levels of the quadrupolar spin 1 in a field are the real roots of the secular cubic. -/
theorem isLevel_inField_iff (w K η x y z E : ℝ) :
    IsLevel (inField w K η x y z) E ↔ secular w K η x y z E = 0 := by
  rw [← Complex.ofReal_eq_zero, ← det_secular, ← Matrix.exists_mulVec_eq_zero_iff]
  constructor
  · rintro ⟨v, hv, h⟩
    refine ⟨v, hv, ?_⟩
    rw [Matrix.sub_mulVec, Matrix.smul_mulVec, Matrix.one_mulVec, h, sub_self]
  · rintro ⟨v, hv, h⟩
    rw [Matrix.sub_mulVec, Matrix.smul_mulVec, Matrix.one_mulVec] at h
    exact ⟨v, hv, (sub_eq_zero.mp h).symm⟩

/-- The levels of the quadrupole Hamiltonian are `K(1+η)`, `K(1-η)` and `-2K`. -/
theorem quadrupole_levels (K η E : ℝ) :
    IsLevel (quadrupole K η) E ↔ E = K * (1 + η) ∨ E = K * (1 - η) ∨ E = -2 * K := by
  have h0 : quadrupole K η = inField 0 K η 0 0 0 := by simp [inField]
  have h1 : secular 0 K η 0 0 0 E
      = (E - K * (1 + η)) * ((E - K * (1 - η)) * (E - -2 * K)) := by
    unfold secular
    ring
  rw [h0, isLevel_inField_iff, h1, mul_eq_zero, mul_eq_zero, sub_eq_zero, sub_eq_zero,
    sub_eq_zero]

/-- For `K > 0` and `0 ≤ η ≤ 1` the transition frequencies of the quadrupole Hamiltonian are
the positive ones among `K(3+η)`, `K(3-η)` and `2Kη`, which are listed in descending order. -/
theorem quadrupole_lines {K η : ℝ} (hK : 0 < K) (h0 : 0 ≤ η) (h1 : η ≤ 1) :
    (∀ f, IsLine (quadrupole K η) f ↔
      0 < f ∧ (f = K * (3 + η) ∨ f = K * (3 - η) ∨ f = 2 * K * η)) ∧
    2 * K * η ≤ K * (3 - η) ∧ K * (3 - η) ≤ K * (3 + η) := by
  have hp : 0 ≤ K * η := mul_nonneg hK.le h0
  have hq : K * η ≤ K := mul_le_of_le_one_right hK.le h1
  refine ⟨fun f => ?_, by linarith, by linarith⟩
  simp only [IsLine, quadrupole_levels]
  constructor
  · rintro ⟨hf, E, E', hE, hE', rfl⟩
    refine ⟨hf, ?_⟩
    -- nine ordered pairs of levels, six of which cannot give a positive difference
    rcases hE with rfl | rfl | rfl <;> rcases hE' with rfl | rfl | rfl
    · exfalso; linarith
    · exfalso; linarith
    · exfalso; linarith
    · right; right; ring
    · exfalso; linarith
    · exfalso; linarith
    · left; ring
    · right; left; ring
    · exfalso; linarith
  · rintro ⟨hf, h | h | h⟩
    · exact ⟨hf, -2 * K, K * (1 + η), by simp, by simp, by rw [h]; ring⟩
    · exact ⟨hf, -2 * K, K * (1 - η), by simp, by simp, by rw [h]; ring⟩
    · exact ⟨hf, K * (1 - η), K * (1 + η), by simp, by simp, by rw [h]; ring⟩

/-- For `K > 0`, `0 ≤ η ≤ 1` and exact cancellation, `m A = ν`, the transition frequencies in the
manifold are, for every field direction, the positive ones among `K(3+η)`, `K(3-η)` and `2Kη`. -/
theorem exact_cancellation_lines {ν A m K η : ℝ} (hK : 0 < K) (h0 : 0 ≤ η) (h1 : η ≤ 1)
    (hc : m * A = ν) (x y z f : ℝ) :
    IsLine (manifold ν A m K η x y z) f ↔
      0 < f ∧ (f = K * (3 + η) ∨ f = K * (3 - η) ∨ f = 2 * K * η) := by
  have h : manifold ν A m K η x y z = quadrupole K η := by simp [manifold, inField, hc]
  rw [h]
  exact (quadrupole_lines hK h0 h1).1 f

/-- For `K > 0` and `η ≤ 1`, the levels in the manifold are the same for all unit field directions
if and only if the hyperfine and Zeeman terms cancel exactly. -/
theorem levels_isotropic_iff {ν A m K η : ℝ} (hK : 0 < K) (h1 : η ≤ 1) :
    (∀ x y z x' y' z' : ℝ, x ^ 2 + y ^ 2 + z ^ 2 = 1 → x' ^ 2 + y' ^ 2 + z' ^ 2 = 1 →
      ∀ E, IsLevel (manifold ν A m K η x y z) E ↔ IsLevel (manifold ν A m K η x' y' z') E)
    ↔ m * A = ν := by
  constructor
  · intro h
    -- the level `-2K` is present for a field along z, so it must be present along x
    have hx := (h 0 0 1 1 0 0 (by norm_num) (by norm_num) (-2 * K)).1
      ((isLevel_inField_iff _ _ _ _ _ _ _).2 (by unfold secular; ring))
    have hs := (isLevel_inField_iff _ _ _ _ _ _ _).1 hx
    have he : secular (m * A - ν) K η 1 0 0 (-2 * K)
        = (m * A - ν) ^ 2 * (K * (3 - η)) := by
      unfold secular
      ring
    rw [he] at hs
    have hpos : 0 < K * (3 - η) := mul_pos hK (by linarith)
    have hw := (mul_eq_zero.mp hs).resolve_right hpos.ne'
    exact sub_eq_zero.mp (pow_eq_zero_iff (two_ne_zero)|>.mp hw)
  · intro hc x y z x' y' z' _ _ E
    simp [manifold, inField, hc]

end

end ExactCancellation
```

```lean
#print axioms ExactCancellation.spin_one_algebra
-- 'ExactCancellation.spin_one_algebra' depends on axioms: [propext, Classical.choice, Quot.sound]
#print axioms ExactCancellation.exact_cancellation_lines
-- 'ExactCancellation.exact_cancellation_lines' depends on axioms: [propext, Classical.choice, Quot.sound]
#print axioms ExactCancellation.levels_isotropic_iff
-- 'ExactCancellation.levels_isotropic_iff' depends on axioms: [propext, Classical.choice, Quot.sound]
```

## How the proof follows the calculation

`spin_one_algebra` checks the commutators and $I_x^2+I_y^2+I_z^2=2$ entry by entry. `Ix_sq` and `Iy_sq` supply the squares from which `quadrupole_matrix` obtains the matrix above.

In `det_secular`, `hab` and `hsq` are the identities for $|a|^2$ and $a^2+\bar a^2$, and `linear_combination` inserts them into the expanded determinant. `isLevel_inField_iff` then uses the fact that a determinant vanishes exactly when the matrix has a nonzero kernel vector.

Setting $w=0$ factors the cubic and gives `quadrupole_levels`. For the lines, the proof runs through all nine ordered pairs of levels: `linarith` rules out six because their difference is not positive, and `ring` identifies the other three. Conversely, each listed frequency is given its pair of levels.

At cancellation, `simp` removes the field term. The converse in `levels_isotropic_iff` is the comparison of $z$ and $x$ at $E=-2K$, with `he` evaluating the cubic.
